# In the spin-½ branching diagram, the path series for 2S = m is x^m times the (m+1)-th power of the singlet series

Couple $N$ spins one-half one after another. Each new spin raises or lowers the total spin $S$ by ½, except that $S=0$ can only go up. How many coupling histories end at a given $S$? In a spin-adapted calculation with $N$ singly occupied orbitals, this number is the count of linearly independent spin eigenfunctions with that $S$ and one fixed value of $M_S$ between $-S$ and $S$ in integer steps.

Write $m=2S$; here $m$ is not a magnetic quantum number. Let $f(N,m)$ be the number of histories and $F_m=\sum_N f(N,m)\,x^N$. The result is

$$F_0=1+x^2F_0^2,\qquad F_m=x^mF_0^{m+1}\quad(m\ge 0).$$

In Lean 4 with Mathlib:

```lean
import Mathlib

open PowerSeries

namespace BranchingDiagram
```

## Coupling histories as paths

A history is a walk on the heights $0,1,2,\dots$ with unit steps, starting at $0$. The type `BranchingPath N m` contains exactly the walks of $N$ steps ending at $m$. A step down must start from a height of the form $m+1$, so no walk becomes negative.

That these walks count how many times each total spin $S$ occurs follows from the Clebsch–Gordan rule for adding a spin one-half. It is the physical input here: the code contains no spin operators or Hilbert space.

```lean
/-- A path in the branching diagram: `N` spins one-half are coupled one after another, and the
height `m = 2S` goes up or down by one at each step without becoming negative. -/
inductive BranchingPath : ℕ → ℕ → Type
  | start : BranchingPath 0 0
  | up {N m : ℕ} (p : BranchingPath N m) : BranchingPath (N + 1) (m + 1)
  | down {N m : ℕ} (p : BranchingPath N (m + 1)) : BranchingPath (N + 1) m
```

Remove the last step. A nonempty walk ending at $0$ must have come from $1$.

```lean
/-- A nonempty path that ends at height zero is a path to height one followed by a step down. -/
def splitZero (N : ℕ) : BranchingPath (N + 1) 0 ≃ BranchingPath N 1 where
  toFun p := match p with
    | .down q => q
  invFun q := .down q
  left_inv := by intro p; cases p; rfl
  right_inv := by intro q; rfl
```

A walk ending at $m+1$ came from $m$ or from $m+2$. Both statements are bijections, checked by cases on the last step.

```lean
/-- A path that ends at height `m + 1` arrives there either from `m` or from `m + 2`. -/
def splitSucc (N m : ℕ) :
    BranchingPath (N + 1) (m + 1) ≃ BranchingPath N m ⊕ BranchingPath N (m + 2) where
  toFun p := match p with
    | .up q => Sum.inl q
    | .down q => Sum.inr q
  invFun s := match s with
    | Sum.inl q => .up q
    | Sum.inr q => .down q
  left_inv := by intro p; cases p <;> rfl
  right_inv := by rintro (q | q) <;> rfl
```

With no steps there is at most one walk to each height. By induction on $N$, the bijections then make every set of walks finite.

```lean
/-- There are finitely many branching paths with a given number of spins and a given endpoint. -/
theorem finite_paths (N : ℕ) : ∀ m, Finite (BranchingPath N m) := by
  induction N with
  | zero =>
    intro m
    have : Subsingleton (BranchingPath 0 m) := ⟨by intro p q; cases p; cases q; rfl⟩
    infer_instance
  | succ N ih =>
    intro m
    cases m with
    | zero =>
      have := ih 1
      exact Finite.of_equiv _ (splitZero N).symm
    | succ m =>
      have := ih m
      have := ih (m + 2)
      exact Finite.of_equiv _ (splitSucc N m).symm
```

So $f(N,m)$, written `pathCount N m`, is an honest cardinality.

```lean
/-- The number of branching paths of `N` spins one-half that end at `m = 2S`. -/
noncomputable def pathCount (N m : ℕ) : ℕ := Nat.card (BranchingPath N m)
```

Counting both sides of the bijections gives the branching rule:

$$f(0,m)=\delta_{m0},\quad f(N+1,0)=f(N,1),\quad f(N+1,m+1)=f(N,m)+f(N,m+2).$$

```lean
/-- The branching rule: each entry of the diagram is the sum of its neighbours in the previous
column, starting from a single path at height zero. -/
theorem branching_rule :
    pathCount 0 0 = 1 ∧ (∀ m, pathCount 0 (m + 1) = 0) ∧
    (∀ N, pathCount (N + 1) 0 = pathCount N 1) ∧
    (∀ N m, pathCount (N + 1) (m + 1) = pathCount N m + pathCount N (m + 2)) := by
  refine ⟨?_, fun m => ?_, fun N => Nat.card_congr (splitZero N), fun N m => ?_⟩
  · exact Nat.card_eq_one_iff_unique.mpr
      ⟨⟨by intro p q; cases p; cases q; rfl⟩, ⟨.start⟩⟩
  · have : IsEmpty (BranchingPath 0 (m + 1)) := ⟨by intro p; cases p⟩
    exact Nat.card_of_isEmpty
  · have := finite_paths N m
    have := finite_paths N (m + 2)
    exact (Nat.card_congr (splitSucc N m)).trans Nat.card_sum
```

## From counts to series

`genFun m` is $F_m$, a formal power series with integer coefficients. The variable $x$, `X` in the code, only keeps track of $N$, and convergence plays no role.

```lean
/-- The generating function `F_m`: its coefficient of `x^N` is the number of branching paths of
`N` spins that end at `m = 2S`. -/
noncomputable def genFun (m : ℕ) : ℤ⟦X⟧ := PowerSeries.mk fun N => (pathCount N m : ℤ)
```

Multiplying by $x$ shifts the coefficients by one place, so the branching rule becomes

$$F_0=1+xF_1,\qquad F_{m+1}=xF_m+xF_{m+2}.$$

The proof compares coefficients, treating order zero separately.

```lean
/-- The branching rule for generating functions: `F_0 = 1 + x F_1` at the lower edge of the
diagram, and `F_(m+1) = x F_m + x F_(m+2)` above it. -/
theorem genFun_branching :
    genFun 0 = 1 + X * genFun 1 ∧
    ∀ m, genFun (m + 1) = X * genFun m + X * genFun (m + 2) := by
  obtain ⟨h00, h0s, hs0, hss⟩ := branching_rule
  refine ⟨?_, fun m => ?_⟩
  · ext N
    cases N with
    | zero =>
      simp only [genFun, map_add, coeff_mk, coeff_zero_X_mul, coeff_one]
      simp [h00]
    | succ N =>
      simp only [genFun, map_add, coeff_mk, coeff_succ_X_mul, coeff_one]
      simp [hs0]
  · ext N
    cases N with
    | zero =>
      simp only [genFun, map_add, coeff_mk, coeff_zero_X_mul]
      simp [h0s]
    | succ N =>
      simp only [genFun, map_add, coeff_mk, coeff_succ_X_mul]
      simp [hss]
```

Without the source term $1$, only the zero solution remains. Suppose $D_0=xD_1$ and $D_{m+1}=x(D_m+D_{m+2})$. Every right-hand side has a factor $x$, so all constant terms vanish. If the coefficients of order $N$ vanish for all $m$, so do those of order $N+1$.

```lean
/-- A family of power series that obeys the branching rule without the starting path is zero. -/
theorem eq_zero_of_no_source (D : ℕ → ℤ⟦X⟧) (h0 : D 0 = X * D 1)
    (hs : ∀ m, D (m + 1) = X * (D m + D (m + 2))) (m : ℕ) : D m = 0 := by
  -- each use of the rule pushes the lowest possible order up by one
  have key : ∀ N m, coeff N (D m) = 0 := by
    intro N
    induction N with
    | zero =>
      intro m
      cases m with
      | zero => rw [h0, coeff_zero_X_mul]
      | succ m => rw [hs, coeff_zero_X_mul]
    | succ N ih =>
      intro m
      cases m with
      | zero => rw [h0, coeff_succ_X_mul, ih]
      | succ m => rw [hs, coeff_succ_X_mul, map_add, ih, ih, add_zero]
  ext N
  rw [key, map_zero]
```

## The last passage

A walk to $m+1$ has a last step up from $m$. Before it lies a walk to $m$; after it, a walk that never drops below $m+1$ and ends there, counted by $F_0$. This suggests $F_{m+1}=xF_mF_0$.

The proof is algebraic and does not construct the cut. Put $D_m=F_{m+1}-xF_mF_0$. Using $1-F_0=-xF_1$,

$$D_0=xF_2+xF_0(1-F_0)=x(F_2-xF_1F_0)=xD_1,$$

and expanding $F_{m+2}$ and $F_{m+1}$ by the branching rule,

$$D_{m+1}=xF_{m+1}+xF_{m+3}-xF_0(xF_m+xF_{m+2})=x(D_m+D_{m+2}).$$

Hence every $D_m$ is zero. The two `linear_combination` calls check these identities.

```lean
/-- Last-passage factorisation of the generating functions: `F_(m+1) = x F_m F_0`. -/
theorem genFun_last_passage (m : ℕ) : genFun (m + 1) = X * genFun m * genFun 0 := by
  obtain ⟨z, e⟩ := genFun_branching
  -- the difference of the two sides obeys the branching rule without a source
  refine sub_eq_zero.mp (eq_zero_of_no_source
    (fun m => genFun (m + 1) - X * genFun m * genFun 0) ?_ (fun m => ?_) m)
  · show genFun 1 - X * genFun 0 * genFun 0 = X * (genFun 2 - X * genFun 1 * genFun 0)
    have e0 : genFun 1 = X * genFun 0 + X * genFun 2 := e 0
    linear_combination e0 - X * genFun 0 * z
  · show genFun (m + 2) - X * genFun (m + 1) * genFun 0 =
      X * ((genFun (m + 1) - X * genFun m * genFun 0) +
        (genFun (m + 3) - X * genFun (m + 2) * genFun 0))
    have e1 : genFun (m + 2) = X * genFun (m + 1) + X * genFun (m + 3) := e (m + 1)
    linear_combination e1 - X * genFun 0 * e m
```

For $m=0$ this reads $F_1=xF_0^2$, and inserting it in $F_0=1+xF_1$ gives the quadratic equation. Induction on $m$ gives the other formula:

$$F_{m+1}=x\,(x^mF_0^{m+1})\,F_0=x^{m+1}F_0^{m+2}.$$

```lean
/-- The generating functions of the branching diagram: the singlet series satisfies
`F_0 = 1 + x² F_0²`, and `F_m = x^m F_0^(m+1)` for every `m = 2S`. -/
theorem branching_generating_functions :
    genFun 0 = 1 + X ^ 2 * genFun 0 ^ 2 ∧
    ∀ m, genFun m = X ^ m * genFun 0 ^ (m + 1) := by
  refine ⟨?_, fun m => ?_⟩
  · have h1 : genFun 1 = X * genFun 0 * genFun 0 := genFun_last_passage 0
    linear_combination genFun_branching.1 + X * h1
  · induction m with
    | zero => simp
    | succ m ih =>
      rw [genFun_last_passage, ih]
      ring
```

**Four spins.** Iterating the quadratic equation gives $F_0=1+x^2+2x^4+\cdots$, so there are two singlets. From $F_2=x^2F_0^3=x^2+3x^4+\cdots$ there are three triplets, and $F_4=x^4+\cdots$ gives one quintet. The dimensions add up: $2\cdot1+3\cdot3+1\cdot5=16=2^4$.

## Consequences for the counts and for the singlet series

The closed form gives $F_{m+n+1}=xF_mF_n$. Comparing coefficients of $x^{N+1}$,

$$f(N+1,m+n+1)=\sum_{i+j=N}f(i,m)\,f(j,n).$$

```lean
/-- The number of paths of `N + 1` spins to `m + n + 1` is the sum, over all `i + j = N`, of the
number of paths of `i` spins to `m` times the number of paths of `j` spins to `n`. -/
theorem pathCount_convolution (N m n : ℕ) :
    pathCount (N + 1) (m + n + 1) =
      ∑ p ∈ Finset.HasAntidiagonal.antidiagonal N, pathCount p.1 m * pathCount p.2 n := by
  have closed := branching_generating_functions.2
  have h : genFun (m + n + 1) = X * (genFun m * genFun n) := by
    rw [closed (m + n + 1), closed m, closed n]
    ring
  -- compare the coefficients of `x^(N+1)`
  have hc := congrArg (coeff (N + 1)) h
  rw [coeff_succ_X_mul, coeff_mul] at hc
  simp only [genFun, coeff_mk] at hc
  exact_mod_cast hc
```

The quadratic equation determines $F_0$. If $A=1+x^2A^2$, subtraction gives

$$(A-F_0)\bigl(1-x^2(A+F_0)\bigr)=0.$$

The second factor has constant term $1$, so it is nonzero. Integer power series have no zero divisors, hence $A=F_0$.

```lean
/-- The singlet series `F_0` is the only integer power series `A` with `A = 1 + x² A²`. -/
theorem singlet_series_unique (A : ℤ⟦X⟧) : A = 1 + X ^ 2 * A ^ 2 ↔ A = genFun 0 := by
  have hF := branching_generating_functions.1
  constructor
  · intro hA
    have hprod : (A - genFun 0) * (1 - X * (X * (A + genFun 0))) = 0 := by
      linear_combination hA - hF
    -- the second factor has constant term one
    have hne : (1 - X * (X * (A + genFun 0)) : ℤ⟦X⟧) ≠ 0 := by
      intro h
      have h' := congrArg (coeff 0) h
      simp at h'
    exact sub_eq_zero.mp ((mul_eq_zero.mp hprod).resolve_right hne)
  · intro hA
    rw [hA]
    exact hF
```

Completing the square gives

$$(1-2x^2F_0)^2=1-4x^2(F_0-x^2F_0^2)=1-4x^2.$$

```lean
/-- The square-root form of the singlet series: `1 - 2x² F_0` squares to `1 - 4x²`. -/
theorem singlet_series_sqrt :
    (1 - 2 * X ^ 2 * genFun 0) ^ 2 = 1 - 4 * (X : ℤ⟦X⟧) ^ 2 := by
  linear_combination (-4 * (X : ℤ⟦X⟧) ^ 2) * branching_generating_functions.1

end BranchingDiagram
```

```lean
#print axioms BranchingDiagram.pathCount_convolution
#print axioms BranchingDiagram.singlet_series_unique
#print axioms BranchingDiagram.singlet_series_sqrt
```

```
'BranchingDiagram.pathCount_convolution' depends on axioms: [propext, Classical.choice, Quot.sound]
'BranchingDiagram.singlet_series_unique' depends on axioms: [propext, Classical.choice, Quot.sound]
'BranchingDiagram.singlet_series_sqrt' depends on axioms: [propext, Classical.choice, Quot.sound]
```
